# Symmetrising a geometry never lowers the Hückel pi energy when hoppings are linear in displacement

Benzene has six equal bonds. Do its pi electrons favour that regularity, or would they gain from alternating bonds? Let independent electrons doubly fill the lowest orbitals, with a hopping matrix $H$ in units of the resonance integral $\beta\le 0$. Let the hopping across each bond depend only on the length of that bond, by the same linear law (up to a constant) for every bond. At fixed perimeter, the regular ring then never has the lower pi energy, however many orbitals are filled. Within this model, a strict preference for equal bonds must come from elsewhere, for instance the sigma framework.

## From level filling to geometry

Let $H$ be real symmetric with eigenvalues $\varepsilon_0\ge\dots\ge\varepsilon_{N-1}$. Put $o_j=1$ for $j<k$ and $o_j=0$ otherwise. Define $S_k(H)=\sum_j o_j\varepsilon_j$; with the $k$ lowest orbitals doubly filled and the Coulomb integral as zero of energy, the pi energy is $E=2\beta S_k(H)$.

**Fractional filling.** Let $0\le p_j\le1$ and $\sum_j p_j=\sum_j o_j$. Choose $c=\varepsilon_k$ if $k<N$, otherwise any lower bound of the levels. Each $(o_j-p_j)(\varepsilon_j-c)$ is nonnegative. Summing removes $c$ and gives $\sum_j p_j\varepsilon_j\le S_k(H)$.

**Any orthonormal frame.** Let $U$ hold the eigenvectors and $Q$ another orthonormal frame with columns $q_i$, and set $W=U^TQ$. Then $q_i^THq_i=\sum_j W_{ji}^2\varepsilon_j$. The rows and columns of $W_{ji}^2$ sum to 1, so $p_j=\sum_i o_iW_{ji}^2$ is an admissible filling, and
$$\sum_i o_i\,q_i^THq_i\le S_k(H).$$

**Averaging.** Let $A=\frac1m\sum_a P_aHP_a^T$ with $m\ge1$ permutation matrices $P_a$, and let $v_i$ be the ordered eigenvectors of $A$. Each frame $P_a^Tv_i$ is orthonormal, hence
$$S_k(A)=\frac1m\sum_a\sum_i o_i\,(P_a^Tv_i)^TH(P_a^Tv_i)\le S_k(H).$$

**Geometry.** Let $H(x)=H_0+Lx$, with $L$ linear, and let a finite group $G$ act linearly by $\rho_g$, with $H(\rho_gx)=P_gH(x)P_g^T$. Put $\bar x=\frac1{|G|}\sum_g\rho_gx$. Relabelling the sum gives $\rho_h\bar x=\bar x$. Linearity makes $H(\bar x)$ the average of the $P_gH(x)P_g^T$, so $S_k(H(\bar x))\le S_k(H(x))$. Multiplying by $2\beta\le0$ gives $E(x)\le E(\bar x)$.

**The smallest alternating ring.** Four sites with hoppings $t_0\pm\delta$ in alternation have levels $\pm2t_0$ and $\pm2\delta$. For $k=2$, $E=4\beta(|t_0|+|\delta|)$, against $4\beta|t_0|$ for the square: if $\beta<0$, any $\delta\ne0$ lowers the energy.

## Levels, energy and average in Lean

```lean
import Mathlib

open Matrix

namespace PiSymmetrisation

noncomputable section

variable {n : Type*} [Fintype n] [DecidableEq n]
```

The occupation $o_j$ is `occ k j`, counted from zero.

```lean
/-- Aufbau occupation per spin: the first `k` levels are filled, the others empty. -/
def occ (k : ℕ) {N : ℕ} (j : Fin N) : ℝ := if (j : ℕ) < k then 1 else 0
```

Mathlib's `eigenvalues₀` are in decreasing order, so `bindingSum` is $S_k$. If $k$ exceeds the number of sites, all levels are filled.

```lean
/-- Sum of the `k` largest eigenvalues of a real symmetric matrix
(of all eigenvalues if `k` exceeds their number). -/
def bindingSum {H : Matrix n n ℝ} (hH : H.IsHermitian) (k : ℕ) : ℝ :=
  ∑ j, occ k j * hH.eigenvalues₀ j

/-- Pi energy of `k` doubly filled orbitals, for a hopping matrix in units of the resonance
integral `β` and the Coulomb integral as zero of energy. -/
def piEnergy (β : ℝ) {H : Matrix n n ℝ} (hH : H.IsHermitian) (k : ℕ) : ℝ :=
  2 * β * bindingSum hH k
```

The averaged permutations may form any finite family; they need not be a group.

```lean
/-- The mean of `P H Pᵀ` over a finite family of site permutations. -/
def average {ι : Type*} [Fintype ι] (σ : ι → Equiv.Perm n) (H : Matrix n n ℝ) :
    Matrix n n ℝ :=
  (Fintype.card ι : ℝ)⁻¹ • ∑ a, (σ a).permMatrix ℝ * H * ((σ a).permMatrix ℝ)ᵀ
```

## The eigenvalue inequality

`aufbau` is the fractional-filling step: `key` is the nonnegative sum and `expand` separates out the term in $c$.

```lean
/-- For levels in decreasing order, fractional occupations between 0 and 1 with the same total
never give a larger sum than the aufbau filling. -/
theorem aufbau {N : ℕ} (ε : Fin N → ℝ) (hε : Antitone ε) (k : ℕ) (p : Fin N → ℝ)
    (h0 : ∀ j, 0 ≤ p j) (h1 : ∀ j, p j ≤ 1) (hp : ∑ j, p j = ∑ j : Fin N, occ k j) :
    ∑ j, p j * ε j ≤ ∑ j, occ k j * ε j := by
  -- a threshold between filled and empty levels
  obtain ⟨c, hc⟩ : ∃ c, ∀ j : Fin N,
      ((j : ℕ) < k → c ≤ ε j) ∧ (¬ (j : ℕ) < k → ε j ≤ c) := by
    by_cases hk : k < N
    · exact ⟨ε ⟨k, hk⟩, fun j => ⟨fun h => hε (Fin.le_def.mpr h.le),
        fun h => hε (Fin.le_def.mpr (not_lt.mp h))⟩⟩
    · refine ⟨-∑ j, |ε j|, fun j => ⟨fun _ => ?_, fun h => ?_⟩⟩
      · have := Finset.single_le_sum (f := fun i => |ε i|)
          (fun i _ => abs_nonneg (ε i)) (Finset.mem_univ j)
        linarith [neg_abs_le (ε j)]
      · have := j.isLt
        omega
  have key : 0 ≤ ∑ j, (occ k j - p j) * (ε j - c) := by
    refine Finset.sum_nonneg fun j _ => ?_
    by_cases h : (j : ℕ) < k
    · rw [occ, if_pos h]
      exact mul_nonneg (by linarith [h1 j]) (by linarith [(hc j).1 h])
    · rw [occ, if_neg h]
      nlinarith [mul_nonneg (h0 j) (sub_nonneg.2 ((hc j).2 h))]
  have expand : ∑ j, (occ k j - p j) * (ε j - c)
      = ∑ j, occ k j * ε j - ∑ j, p j * ε j - c * (∑ j : Fin N, occ k j - ∑ j, p j) := by
    simp only [← Finset.sum_sub_distrib, Finset.mul_sum]
    exact Finset.sum_congr rfl fun j _ => by ring
  rw [expand, hp] at key
  linarith
```

The next theorem supplies $U$ from Mathlib's eigenvector basis.

```lean
/-- A real symmetric matrix has an orthonormal frame of eigenvectors, ordered by decreasing
eigenvalue. -/
theorem exists_orbitals {H : Matrix n n ℝ} (hH : H.IsHermitian) :
    ∃ U : Matrix n (Fin (Fintype.card n)) ℝ,
      Uᵀ * U = 1 ∧ H * U = U * diagonal hH.eigenvalues₀ := by
  let e : Fin (Fintype.card n) ≃ n := Fintype.equivOfCardEq (Fintype.card_fin _)
  refine ⟨Matrix.of fun a i => (hH.eigenvectorBasis (e i)).ofLp a, ?_, ?_⟩
  · ext i j
    have h := orthonormal_iff_ite.mp hH.eigenvectorBasis.orthonormal (e i) (e j)
    simp only [PiLp.inner_apply, RCLike.inner_apply, conj_trivial, e.injective.eq_iff] at h
    simp only [Matrix.mul_apply, transpose_apply, of_apply, one_apply]
    rw [← h]
    exact Finset.sum_congr rfl fun _ _ => by ring
  · ext a i
    have h := congrFun (hH.mulVec_eigenvectorBasis (e i)) a
    have he : hH.eigenvalues (e i) = hH.eigenvalues₀ i :=
      congrArg hH.eigenvalues₀ (e.symm_apply_apply i)
    rw [he] at h
    rw [mul_diagonal, mul_comm]
    exact h
```

In `ky_fan`, `hdiag` expands the expectation values, while `hrow` and `hcol` are the two sum rules for $W_{ji}^2$.

```lean
/-- The upper bound in Ky Fan's maximum principle: the first `k` vectors of a complete orthonormal
frame have a total expectation value of `H` no greater than the sum of its `k` largest eigenvalues.
-/
theorem ky_fan {H : Matrix n n ℝ} (hH : H.IsHermitian)
    (Q : Matrix n (Fin (Fintype.card n)) ℝ) (hQ : Qᵀ * Q = 1) (k : ℕ) :
    ∑ i, occ k i * (Qᵀ * H * Q) i i ≤ bindingSum hH k := by
  obtain ⟨U, hU, hHU⟩ := exists_orbitals hH
  let e : Fin (Fintype.card n) ≃ n := Fintype.equivOfCardEq (Fintype.card_fin _)
  have hU' : U * Uᵀ = 1 := (Matrix.mul_eq_one_comm_of_equiv e).mp hU
  have hQ' : Q * Qᵀ = 1 := (Matrix.mul_eq_one_comm_of_equiv e).mp hQ
  -- overlaps between the frame and the eigenvectors
  obtain ⟨W, hW⟩ : ∃ W, W = Uᵀ * Q := ⟨_, rfl⟩
  have hWt : Wᵀ = Qᵀ * U := by rw [hW, transpose_mul, transpose_transpose]
  have hc : Wᵀ * W = 1 := by
    rw [hWt, hW, Matrix.mul_assoc, ← Matrix.mul_assoc U, hU', Matrix.one_mul, hQ]
  have hr : W * Wᵀ = 1 := by
    rw [hWt, hW, Matrix.mul_assoc, ← Matrix.mul_assoc Q, hQ', Matrix.one_mul, hU]
  have hD : Qᵀ * H * Q = Wᵀ * (diagonal hH.eigenvalues₀ * W) := by
    calc Qᵀ * H * Q = Qᵀ * (H * (U * Uᵀ)) * Q := by rw [hU', Matrix.mul_one]
      _ = Qᵀ * ((H * U) * Uᵀ) * Q := by simp only [Matrix.mul_assoc]
      _ = _ := by rw [hHU, hWt, hW]; simp only [Matrix.mul_assoc]
  have hdiag : ∀ i, (Qᵀ * H * Q) i i = ∑ j, W j i ^ 2 * hH.eigenvalues₀ j := fun i => by
    rw [hD, Matrix.mul_apply]
    refine Finset.sum_congr rfl fun j _ => ?_
    rw [diagonal_mul, transpose_apply]
    ring
  have hcol : ∀ i, ∑ j, W j i ^ 2 = 1 := fun i => by
    have h := congrFun (congrFun hc i) i
    simpa only [Matrix.mul_apply, transpose_apply, one_apply_eq, ← pow_two] using h
  have hrow : ∀ j, ∑ i, W j i ^ 2 = 1 := fun j => by
    have h := congrFun (congrFun hr j) j
    simpa only [Matrix.mul_apply, transpose_apply, one_apply_eq, ← pow_two] using h
  have o0 : ∀ i : Fin (Fintype.card n), 0 ≤ occ k i := fun i => by
    unfold occ; split_ifs <;> norm_num
  have o1 : ∀ i : Fin (Fintype.card n), occ k i ≤ 1 := fun i => by
    unfold occ; split_ifs <;> norm_num
  have main := aufbau hH.eigenvalues₀ hH.eigenvalues₀_antitone k
    (fun j => ∑ i, occ k i * W j i ^ 2)
    (fun j => Finset.sum_nonneg fun i _ => mul_nonneg (o0 i) (sq_nonneg _))
    (fun j => (Finset.sum_le_sum fun i _ =>
      mul_le_of_le_one_left (sq_nonneg (W j i)) (o1 i)).trans (hrow j).le)
    (by
      rw [Finset.sum_comm]
      exact Finset.sum_congr rfl fun i _ => by rw [← Finset.mul_sum, hcol, mul_one])
  refine le_trans (le_of_eq ?_) main
  simp only [hdiag, Finset.mul_sum, Finset.sum_mul]
  rw [Finset.sum_comm]
  exact Finset.sum_congr rfl fun _ _ => Finset.sum_congr rfl fun _ _ => by ring
```

Conjugation by a permutation relabels sites, $(PHP^T)_{ij}=H_{\sigma(i)\sigma(j)}$, and the average remains symmetric.

```lean
lemma perm_conj (σ : Equiv.Perm n) (H : Matrix n n ℝ) :
    σ.permMatrix ℝ * H * (σ.permMatrix ℝ)ᵀ = H.submatrix σ σ := by
  ext i j
  simp [Equiv.Perm.permMatrix, Matrix.mul_apply, PEquiv.toMatrix_apply, Equiv.toPEquiv_apply,
    Equiv.symm_apply_eq]

lemma average_isHermitian {ι : Type*} [Fintype ι] (σ : ι → Equiv.Perm n)
    {H : Matrix n n ℝ} (hH : H.IsHermitian) : (average σ H).IsHermitian := by
  have hT : Hᵀ = H := by rw [← conjTranspose_eq_transpose_of_trivial]; exact hH
  rw [Matrix.IsHermitian, conjTranspose_eq_transpose_of_trivial]
  simp only [average, transpose_smul, transpose_sum, transpose_mul, transpose_transpose, hT,
    Matrix.mul_assoc]
```

Below, `key` applies the frame bound to each $P_a^TV$, `hμ` writes the levels of $A$ as means, and the final `calc` averages the bounds.

```lean
/-- Averaging a real symmetric matrix over a nonempty finite family of site permutations, such
as a finite group, never raises the sum of its `k` largest eigenvalues. -/
theorem bindingSum_average_le {ι : Type*} [Fintype ι] [Nonempty ι] (σ : ι → Equiv.Perm n)
    {H : Matrix n n ℝ} (hH : H.IsHermitian) (k : ℕ) :
    bindingSum (average_isHermitian σ hH) k ≤ bindingSum hH k := by
  obtain ⟨V, hV, hAV⟩ := exists_orbitals (average_isHermitian σ hH)
  let P := fun a => (σ a).permMatrix ℝ
  -- each permuted frame obeys Ky Fan's bound
  have key : ∀ a, ∑ i, occ k i * (Vᵀ * (P a * H * (P a)ᵀ) * V) i i ≤ bindingSum hH k := by
    intro a
    have hP : P a * (P a)ᵀ = 1 := by
      have h := perm_conj (σ a) (1 : Matrix n n ℝ)
      rwa [Matrix.mul_one, submatrix_one_equiv] at h
    have h := ky_fan hH ((P a)ᵀ * V) (by
      rw [transpose_mul, transpose_transpose, Matrix.mul_assoc, ← Matrix.mul_assoc (P a), hP,
        Matrix.one_mul, hV]) k
    have e : ((P a)ᵀ * V)ᵀ * H * ((P a)ᵀ * V) = Vᵀ * (P a * H * (P a)ᵀ) * V := by
      rw [transpose_mul, transpose_transpose]
      simp only [Matrix.mul_assoc]
    rwa [e] at h
  have hd : Vᵀ * average σ H * V = diagonal (average_isHermitian σ hH).eigenvalues₀ := by
    rw [Matrix.mul_assoc, hAV, ← Matrix.mul_assoc, hV, Matrix.one_mul]
  have hμ : ∀ i, (average_isHermitian σ hH).eigenvalues₀ i
      = (Fintype.card ι : ℝ)⁻¹ * ∑ a, (Vᵀ * (P a * H * (P a)ᵀ) * V) i i := fun i => by
    have h := congrFun (congrFun hd i) i
    rw [diagonal_apply_eq] at h
    refine h.symm.trans ?_
    simp only [average, P, Matrix.mul_smul, Matrix.smul_mul, Matrix.mul_sum, Matrix.sum_mul,
      Matrix.smul_apply, Matrix.sum_apply, smul_eq_mul]
  have hcard : (Fintype.card ι : ℝ) ≠ 0 := Nat.cast_ne_zero.mpr Fintype.card_ne_zero
  calc bindingSum (average_isHermitian σ hH) k
      = (Fintype.card ι : ℝ)⁻¹ *
          ∑ a, ∑ i, occ k i * (Vᵀ * (P a * H * (P a)ᵀ) * V) i i := by
        simp only [bindingSum, hμ, Finset.mul_sum]
        rw [Finset.sum_comm]
        exact Finset.sum_congr rfl fun _ _ => Finset.sum_congr rfl fun _ _ => by ring
    _ ≤ (Fintype.card ι : ℝ)⁻¹ * ∑ _a : ι, bindingSum hH k :=
        mul_le_mul_of_nonneg_left (Finset.sum_le_sum fun a _ => key a) (by positivity)
    _ = bindingSum hH k := by
        rw [Finset.sum_const, Finset.card_univ, nsmul_eq_mul, ← mul_assoc,
          inv_mul_cancel₀ hcard, one_mul]
```

## Symmetrised geometries

```lean
lemma bindingSum_congr {A B : Matrix n n ℝ} (hA : A.IsHermitian) (hB : B.IsHermitian)
    (h : A = B) (k : ℕ) : bindingSum hA k = bindingSum hB k := by
  subst h
  rfl
```

`symGeom` is $\bar x$, in any real vector space `V` of displacements.

```lean
/-- The symmetrised geometry: the mean of all images of a displacement under the group. -/
def symGeom {G V : Type*} [Group G] [Fintype G] [AddCommGroup V] [Module ℝ V]
    (ρ : G →* Module.End ℝ V) (x : V) : V :=
  (Fintype.card G : ℝ)⁻¹ • ∑ g, ρ g x
```

The hypothesis `hcov` is covariance: moving the atoms by a symmetry only relabels the hopping matrix. It is assumed here and proved for the ring below. The first half of the proof relabels the group sum; in the second, `heq` is $H(\bar x)=A$. Electron repulsion, sigma energy and nonlinear hoppings lie outside this model.

```lean
/-- Let the hopping matrix `H₀ + L x` be symmetric, linear up to a constant in the displacement `x`,
and covariant under a finite group, and let `β ≤ 0`. Then the symmetrised geometry is invariant
under the group, and its pi energy is no lower than that of `x`. -/
theorem symmetry_never_preferred {G V : Type*} [Group G] [Fintype G] [AddCommGroup V]
    [Module ℝ V] (σ : G → Equiv.Perm n) (ρ : G →* Module.End ℝ V)
    (H₀ : Matrix n n ℝ) (L : V →ₗ[ℝ] Matrix n n ℝ) (hH : ∀ x, (H₀ + L x).IsHermitian)
    (hcov : ∀ g x, H₀ + L (ρ g x)
      = (σ g).permMatrix ℝ * (H₀ + L x) * ((σ g).permMatrix ℝ)ᵀ)
    {β : ℝ} (hβ : β ≤ 0) (k : ℕ) (x : V) :
    (∀ h, ρ h (symGeom ρ x) = symGeom ρ x) ∧
      piEnergy β (hH x) k ≤ piEnergy β (hH (symGeom ρ x)) k := by
  constructor
  · intro h
    have hs : ∑ g, ρ h (ρ g x) = ∑ g, ρ g x := by
      rw [← Equiv.sum_comp (Equiv.mulLeft h) (fun g => ρ g x)]
      exact Finset.sum_congr rfl fun g _ => by
        rw [Equiv.coe_mulLeft, map_mul, Module.End.mul_apply]
    rw [symGeom, map_smul, map_sum, hs]
  · -- by linearity, averaging the geometry averages the Hamiltonian
    have hcard : (Fintype.card G : ℝ) ≠ 0 := Nat.cast_ne_zero.mpr Fintype.card_ne_zero
    have heq : H₀ + L (symGeom ρ x) = average σ (H₀ + L x) := by
      simp only [average, ← hcov]
      rw [Finset.sum_add_distrib, Finset.sum_const, Finset.card_univ, smul_add,
        ← Nat.cast_smul_eq_nsmul ℝ, smul_smul, inv_mul_cancel₀ hcard, one_smul,
        symGeom, map_smul, map_sum]
    have h := bindingSum_average_le σ (hH x) k
    rw [← bindingSum_congr (hH (symGeom ρ x)) _ heq k] at h
    exact mul_le_mul_of_nonpos_left h (by linarith)
```

## The ring at fixed perimeter

Bond $i$ joins sites $i$ and $i+1$ modulo $N$. The theorems also allow $N=1,2$, where the matrix no longer describes a simple ring.

```lean
/-- Hopping matrix of a ring of `N ≥ 3` sites, with hopping `t i` between sites `i` and `i + 1`. -/
def ringHopping (N : ℕ) [NeZero N] :
    (ZMod N → ℝ) →ₗ[ℝ] Matrix (ZMod N) (ZMod N) ℝ where
  toFun t := Matrix.of fun i j =>
    (if j = i + 1 then t i else 0) + (if i = j + 1 then t j else 0)
  map_add' s t := by
    ext i j
    simp only [of_apply, Matrix.add_apply, Pi.add_apply]
    split_ifs <;> ring
  map_smul' c t := by
    ext i j
    simp only [of_apply, Matrix.smul_apply, Pi.smul_apply, smul_eq_mul, RingHom.id_apply]
    split_ifs <;> ring

/-- Rotations of the ring acting on the changes of its bond lengths. -/
def ringRotation (N : ℕ) : Multiplicative (ZMod N) →* Module.End ℝ (ZMod N → ℝ) where
  toFun g := LinearMap.funLeft ℝ ℝ (fun i => i + g.toAdd)
  map_one' := LinearMap.ext fun x => funext fun i => by simp [LinearMap.funLeft_apply]
  map_mul' a b := LinearMap.ext fun x => funext fun i => by
    simp [LinearMap.funLeft_apply, add_assoc]

lemma ringHopping_isHermitian (N : ℕ) [NeZero N] (t : ZMod N → ℝ) :
    (ringHopping N t).IsHermitian := by
  rw [Matrix.IsHermitian, conjTranspose_eq_transpose_of_trivial]
  ext i j
  exact add_comm _ _
```

The hopping is $t_0-ax_i$, where $x_i$ is the change in bond length and $a$ the rate at which stretching weakens the hopping. Rotations satisfy the covariance condition.

```lean
/-- The ring with hoppings `t₀ - a xᵢ` is covariant under its rotations. -/
theorem ring_covariance_witness (N : ℕ) [NeZero N] (t₀ a : ℝ) (g : Multiplicative (ZMod N))
    (x : ZMod N → ℝ) :
    ringHopping N (fun _ => t₀) + ((-a) • ringHopping N) (ringRotation N g x)
      = (Equiv.addRight g.toAdd).permMatrix ℝ
        * (ringHopping N (fun _ => t₀) + ((-a) • ringHopping N) x)
        * ((Equiv.addRight g.toAdd).permMatrix ℝ)ᵀ := by
  rw [perm_conj]
  ext i j
  have h : ∀ i j : ZMod N, (j + g.toAdd = i + g.toAdd + 1) ↔ j = i + 1 := fun i j => by
    rw [add_right_comm, add_left_inj]
  have happ : ∀ (t : ZMod N → ℝ) (i j : ZMod N), ringHopping N t i j
      = (if j = i + 1 then t i else 0) + (if i = j + 1 then t j else 0) := fun _ _ _ => rfl
  have hrot : ∀ i, ringRotation N g x i = x (i + g.toAdd) := fun _ => rfl
  simp only [submatrix_apply, Matrix.add_apply, LinearMap.smul_apply, Matrix.smul_apply,
    happ, hrot, Equiv.coe_addRight, h]

lemma piEnergy_congr (β : ℝ) {A B : Matrix n n ℝ} (hA : A.IsHermitian) (hB : B.IsHermitian)
    (h : A = B) (k : ℕ) : piEnergy β hA k = piEnergy β hB k := by
  subst h
  rfl
```

`ring_linear` matches the two ways of writing the matrix. `ring_mean` shows that $\bar x=0$ when $\sum_i x_i=0$, the fixed-perimeter condition.

```lean
lemma ring_linear (N : ℕ) [NeZero N] (t₀ a : ℝ) (y : ZMod N → ℝ) :
    ringHopping N (fun _ => t₀) + ((-a) • ringHopping N) y
      = ringHopping N (fun i => t₀ - a * y i) := by
  have happ : ∀ (t : ZMod N → ℝ) (i j : ZMod N), ringHopping N t i j
      = (if j = i + 1 then t i else 0) + (if i = j + 1 then t j else 0) := fun _ _ _ => rfl
  ext i j
  simp only [Matrix.add_apply, LinearMap.smul_apply, Matrix.smul_apply, smul_eq_mul, happ]
  split_ifs <;> ring

lemma ring_mean (N : ℕ) [NeZero N] (x : ZMod N → ℝ) (hx : ∑ i, x i = 0) :
    symGeom (ringRotation N) x = 0 := by
  funext i
  have hrot : ∀ g, ringRotation N g x i = x (i + g.toAdd) := fun _ => rfl
  have h : ∑ g : Multiplicative (ZMod N), x (i + g.toAdd) = 0 := by
    rw [← hx]
    exact Fintype.sum_equiv (Multiplicative.toAdd.trans (Equiv.addLeft i)) _ _
      (fun g => by simp)
  simp only [symGeom, Pi.smul_apply, Finset.sum_apply, hrot, h, smul_zero, Pi.zero_apply]
```

The general theorem then compares the distorted ring with the regular one, for every $k$.

```lean
set_option maxHeartbeats 400000 in
/-- For `β ≤ 0` and bond-length changes `xᵢ` that sum to zero, the regular ring with hopping `t₀`
has a pi energy no lower than the distorted ring with hoppings `t₀ - a xᵢ`. -/
theorem regular_ring_never_preferred (N : ℕ) [NeZero N] (t₀ a : ℝ) (x : ZMod N → ℝ)
    (hx : ∑ i, x i = 0) {β : ℝ} (hβ : β ≤ 0) (k : ℕ) :
    piEnergy β (ringHopping_isHermitian N (fun i => t₀ - a * x i)) k
      ≤ piEnergy β (ringHopping_isHermitian N (fun _ => t₀)) k := by
  have hH : ∀ y, (ringHopping N (fun _ => t₀) + ((-a) • ringHopping N) y).IsHermitian :=
    fun y => by rw [ring_linear]; exact ringHopping_isHermitian N _
  -- the rotational mean of the distortion vanishes
  have hz : ringHopping N (fun _ => t₀)
      + ((-a) • ringHopping N) (symGeom (ringRotation N) x) = ringHopping N (fun _ => t₀) := by
    rw [ring_mean N x hx, LinearMap.map_zero, add_zero]
  have h := (symmetry_never_preferred
    (fun g : Multiplicative (ZMod N) => Equiv.addRight g.toAdd) (ringRotation N)
    (ringHopping N (fun _ => t₀)) ((-a) • ringHopping N) hH
    (ring_covariance_witness N t₀ a) hβ k x).2
  have e₁ := piEnergy_congr β (hH x)
    (ringHopping_isHermitian N (fun i => t₀ - a * x i)) (ring_linear N t₀ a x) k
  have e₂ := piEnergy_congr β (hH (symGeom (ringRotation N) x))
    (ringHopping_isHermitian N (fun _ => t₀)) hz k
  exact (e₁.symm.le.trans h).trans e₂.le

end

end PiSymmetrisation
```

```lean
#print axioms PiSymmetrisation.symmetry_never_preferred
#print axioms PiSymmetrisation.regular_ring_never_preferred
```

```
'PiSymmetrisation.symmetry_never_preferred' depends on axioms: [propext, Classical.choice, Quot.sound]
'PiSymmetrisation.regular_ring_never_preferred' depends on axioms: [propext, Classical.choice, Quot.sound]
```
